# Alternating series with a next-term error bound for the short-range exchange attenuation integral

## Definitions and conventions

For real $b$ and $x$ define the weight and the attenuation factor
$$w(x)=1-\tfrac32x+\tfrac12x^3,\qquad F(b)=\tfrac83\int_0^1 w(x)\,\bigl(1-e^{-bx^2}\bigr)\,dx .$$
The integral comes from the exchange energy of a uniform, spin-unpolarised electron gas in a single determinant of plane waves with Fermi wave number $k_F$. With momentum transfer $q=2k_Fx$ and $0\le x\le1$, $w(x)$ is the fractional overlap of two Fermi spheres displaced by $q$; for $x>1$ the spheres do not overlap, so the integral ends at $x=1$. The short-range interaction $\operatorname{erfc}(\omega r)/r$ with range parameter $\omega>0$ has the Fourier transform $(4\pi/q^2)(1-e^{-q^2/4\omega^2})$, and $q^2/4\omega^2=bx^2$ with $b=1/(4a^2)$, $a=\omega/2k_F$. The factor $8/3$ is the inverse of $\int_0^1w\,dx=3/8$, so $F$ is the ratio of short-range to full exchange. Lean takes the integral as the definition of $F$ and derives neither this physical reading nor the asides below. In a range-separated functional that treats short-range exchange in the local-density approximation, $F$ at the local $k_F$ is the factor that turns the full local-density exchange energy density of a spin-unpolarised system into its short-range part. At fixed $\omega$, large $a$ is the low-density regime.

```lean
import Mathlib

open Filter Topology MeasureTheory

namespace RangeSeparationSeries

noncomputable section
```

`overlap` is $w$, and `attenuation` is $F$ as an interval integral.

```lean
/-- The cubic weight `1 - 3x/2 + x³/2` of the exchange integral. -/
def overlap (x : ℝ) : ℝ := 1 - 3 * x / 2 + x ^ 3 / 2

/-- The attenuation factor `F = (8/3) ∫₀¹ (1 - 3x/2 + x³/2)(1 - exp(-b x²)) dx`. -/
def attenuation (b : ℝ) : ℝ :=
  8 / 3 * ∫ x in (0 : ℝ)..1, overlap x * (1 - Real.exp (-(b * x ^ 2)))
```

For natural numbers $k$ and $n$ the series data are
$$m_k=\frac1{2k+1}-\frac3{4k+4}+\frac1{4k+8},\quad T_k=\frac83\frac{b^k}{k!}m_k,\quad S_n=\sum_{k=1}^n(-1)^{k+1}T_k ,$$
with $S_0=0$. They are `moment`, `termSize` and `partialSum`, and `term b k` is $(-1)^{k+1}T_k$. Lean counts from zero, so the sums run over `term b (k + 1)` and the $k=0$ term never enters.

```lean
/-- The coefficient `m_k = 1/(2k+1) - 3/(4k+4) + 1/(4k+8)`. -/
def moment (k : ℕ) : ℝ := 1 / (2 * k + 1) - 3 / (4 * k + 4) + 1 / (4 * k + 8)

/-- The unsigned series term `T_k = (8/3)(b^k/k!) m_k`. -/
def termSize (b : ℝ) (k : ℕ) : ℝ := 8 / 3 * (b ^ k / (k.factorial : ℝ)) * moment k

/-- The signed series term `(-1)^(k+1) T_k`. -/
def term (b : ℝ) (k : ℕ) : ℝ := (-1) ^ (k + 1) * termSize b k

/-- The truncated series, the sum of the terms `k = 1, …, n`. -/
def partialSum (b : ℝ) (n : ℕ) : ℝ := ∑ k ∈ Finset.range n, term b (k + 1)
```

For real $y$, the signed Taylor remainder `expRem n y` is $R_n(y)=(-1)^n\bigl(e^{-y}-\sum_{k<n}(-y)^k/k!\bigr)$, so that $R_0=e^{-y}$.

```lean
/-- The signed Taylor remainder `R_n(y) = (-1)^n (exp(-y) - ∑_{k<n} (-y)^k/k!)`. -/
def expRem (n : ℕ) (y : ℝ) : ℝ :=
  (-1) ^ n * (Real.exp (-y) - ∑ k ∈ Finset.range n, (-y) ^ k / (k.factorial : ℝ))
```

## (a) Sign of the weight

Show that $w(x)\ge0$ for $x\ge0$.

Expanding gives $(1-x)^2(2+x)=2-3x+x^3=2w(x)$, a square times a positive factor. `ring` checks the factorisation and `positivity` the sign.

```lean
/-- The cubic weight is nonnegative for `x ≥ 0`. -/
theorem overlap_nonneg {x : ℝ} (hx : 0 ≤ x) : 0 ≤ overlap x := by
  have h : overlap x = (1 - x) ^ 2 * (2 + x) / 2 := by unfold overlap; ring
  rw [h]
  positivity
```

## (b) Even moments of the weight

Show that $\int_0^1w(x)\,x^{2k}dx=m_k$.

The integrand is $x^{2k}-\tfrac32x^{2k+1}+\tfrac12x^{2k+3}$, whose integral is $\frac1{2k+1}-\frac32\frac1{2k+2}+\frac12\frac1{2k+4}=m_k$. Lean splits the integral in the same way and applies `integral_pow`.

```lean
/-- The moment of `x^(2k)` against the cubic weight on `[0,1]` is `m_k`. -/
theorem moment_integral (k : ℕ) :
    ∫ x in (0 : ℝ)..1, overlap x * x ^ (2 * k) = moment k := by
  have h : ∀ x : ℝ, overlap x * x ^ (2 * k)
      = x ^ (2 * k) - 3 / 2 * x ^ (2 * k + 1) + 1 / 2 * x ^ (2 * k + 3) := by
    intro x; unfold overlap; ring
  have h0 : ∀ m : ℕ, (0 : ℝ) ^ (m + 1) = 0 := fun m => by simp
  simp_rw [h]
  rw [intervalIntegral.integral_add, intervalIntegral.integral_sub]
  · simp only [intervalIntegral.integral_const_mul, integral_pow, h0, one_pow, moment]
    push_cast
    field_simp
    ring
  all_goals (apply Continuous.intervalIntegrable; fun_prop)
```

## (c) Closed form of the moments

Show that $m_k=\dfrac{3}{4(2k+1)(k+1)(k+2)}$.

Over this denominator the numerator is $4(k+1)(k+2)-3(2k+1)(k+2)+(2k+1)(k+1)=(4k^2+12k+8)-(6k^2+15k+6)+(2k^2+3k+1)=3$.

```lean
/-- Closed form `m_k = 3 / (4 (2k+1)(k+1)(k+2))`. -/
theorem moment_closed_form (k : ℕ) :
    moment k = 3 / (4 * (2 * k + 1) * (k + 1) * (k + 2)) := by
  unfold moment
  field_simp
  ring
```

## (d) Recursion of the remainders

Show that $R_{n+1}(y)=y^n/n!-R_n(y)$ for all real $y$.

Split off the term $k=n$ of the sum in $R_{n+1}$. It contributes $(-1)^{n+1}\cdot\bigl(-(-y)^n/n!\bigr)=y^n/n!$, and the rest is $-R_n$. At $n=0$ this gives $R_1=1-e^{-y}$. In Lean, `h` is the identity $(-1)^n(-y)^n=y^n$, and `linear_combination` uses it to close the goal.

```lean
/-- Recursion of the signed remainders: `R_{n+1}(y) = yⁿ/n! - R_n(y)`. -/
theorem expRem_succ (n : ℕ) (y : ℝ) :
    expRem (n + 1) y = y ^ n / (n.factorial : ℝ) - expRem n y := by
  have h : (-1 : ℝ) ^ n * (-y) ^ n = y ^ n := by rw [← mul_pow]; simp
  unfold expRem
  rw [Finset.sum_range_succ, pow_succ (-1 : ℝ) n]
  linear_combination (1 / (n.factorial : ℝ)) * h
```

## (e) Derivative of the remainders

Show that $R_{n+1}'=R_n$.

For $n=0$, $(1-e^{-y})'=e^{-y}=R_0$. If $R_{n+1}'=R_n$, then (d) gives $R_{n+2}=y^{n+1}/(n+1)!-R_{n+1}$, hence $R_{n+2}'=y^n/n!-R_n=R_{n+1}$. The statement `HasDerivAt (expRem (n + 1)) (expRem n y) y` says that $R_{n+1}$ is differentiable at $y$ with derivative $R_n(y)$.

```lean
/-- The derivative of `R_{n+1}` is `R_n`. -/
theorem expRem_hasDerivAt (n : ℕ) (y : ℝ) :
    HasDerivAt (expRem (n + 1)) (expRem n y) y := by
  induction n with
  | zero =>
    have e : expRem (0 + 1) = fun t : ℝ => 1 - Real.exp (-t) := by
      funext t; rw [expRem_succ]; simp [expRem]
    have h1 : HasDerivAt (fun t : ℝ => 1 - Real.exp (-t)) (-(Real.exp (-y) * -1)) y :=
      ((hasDerivAt_neg' y).exp).const_sub 1
    rw [e]
    exact h1.congr_deriv (by simp [expRem])
  | succ n ih =>
    have e : expRem (n + 1 + 1)
        = fun t : ℝ => t ^ (n + 1) / ((n + 1).factorial : ℝ) - expRem (n + 1) t :=
      funext (expRem_succ (n + 1))
    have hf : (n.factorial : ℝ) ≠ 0 := Nat.cast_ne_zero.2 (Nat.factorial_ne_zero n)
    rw [e]
    refine (((hasDerivAt_pow (n + 1) y).div_const _).fun_sub ih).congr_deriv ?_
    rw [expRem_succ n y, Nat.factorial_succ, Nat.add_sub_cancel]
    push_cast
    field_simp
```

## (f) Sign of the remainders

Show that $R_n(y)\ge0$ for all $n$ and all $y\ge0$.

First, $R_0=e^{-y}>0$. Next, $R_{n+1}(0)=0$, because at $y=0$ only the term $k=0$ of the sum survives and cancels $e^0$. If $R_n\ge0$ on the half line, then $R_{n+1}$ has a nonnegative derivative there, so it is nondecreasing and $R_{n+1}(y)\ge R_{n+1}(0)=0$.

The error bounds of (g) to (i), and through them the limit in (j), come from this step together with the sign of the weight in (a). The step rests on `monotoneOn_of_deriv_nonneg`. The lemma takes a convex set, here `Set.Ici 0` $=[0,\infty)$, continuity on the set, differentiability on its interior and a nonnegative `deriv` on the interior, and returns `MonotoneOn`. Part (e) supplies continuity, differentiability and the value of the derivative. The sign of the derivative is needed at every interior point $t$ and not only at the given $y$. The induction is therefore written `induction n generalizing y`, which makes the hypothesis `ih` a statement about all nonnegative arguments.

```lean
/-- For `y ≥ 0` every signed remainder `R_n(y)` is nonnegative. -/
theorem expRem_nonneg (n : ℕ) {y : ℝ} (hy : 0 ≤ y) : 0 ≤ expRem n y := by
  induction n generalizing y with
  | zero => simpa [expRem] using (Real.exp_pos (-y)).le
  | succ n ih =>
    -- `R_{n+1}` vanishes at zero and has nonnegative derivative on the half line
    have hm : MonotoneOn (expRem (n + 1)) (Set.Ici 0) :=
      monotoneOn_of_deriv_nonneg (convex_Ici 0)
        (fun t _ => (expRem_hasDerivAt n t).continuousAt.continuousWithinAt)
        (fun t _ => (expRem_hasDerivAt n t).differentiableAt.differentiableWithinAt)
        (fun t ht => by
          rw [(expRem_hasDerivAt n t).deriv]
          exact ih (Set.mem_Ici.1 (interior_subset ht)))
    have h0 : expRem (n + 1) 0 = 0 := by simp [expRem, Finset.sum_range_succ']
    rw [← h0]
    exact hm (Set.mem_Ici.2 le_rfl) (Set.mem_Ici.2 hy) hy
```

## (g) Signed truncation error

Show that for $b\ge0$ and every $n$,
$$0\le(-1)^n\,(F-S_n)\le T_{n+1}.$$
The condition $b\ge0$ covers every range parameter $\omega>0$, where $b=k_F^2/\omega^2$, and the limiting case $b=0$.

Define $E_m=\tfrac83\int_0^1w(x)\,R_{m+1}(bx^2)\,dx$. By (d), $R_{m+2}(bx^2)=b^{m+1}x^{2(m+1)}/(m+1)!-R_{m+1}(bx^2)$, and integrating with (b) gives $E_{m+1}=T_{m+1}-E_m$ (`hrec`). Since $R_1=1-e^{-y}$, $E_0=F=F-S_0$. If $E_m=(-1)^m(F-S_m)$, then
$$(-1)^{m+1}\bigl(F-S_m-(-1)^{m+2}T_{m+1}\bigr)=-E_m+T_{m+1}=E_{m+1},$$
so $E_m$ is the signed error for every $m$ (`hid`). By (a) and (f) the integrand is nonnegative, because $bx^2\ge0$, so $E_m\ge0$ (`hpos`). Finally $E_n=T_{n+1}-E_{n+1}\le T_{n+1}$. At $n=0$ the claim reads $0\le F\le T_1$.

As an aside, the argument never uses a decrease of the $T_k$, which the Leibniz criterion for alternating series would require; $T_2/T_1=3b/20$ exceeds one when $b>20/3$.

```lean
/-- For `b ≥ 0` the error after `n` terms, times `(-1)^n`, lies between `0` and `T_{n+1}`. -/
theorem truncation_error {b : ℝ} (hb : 0 ≤ b) (n : ℕ) :
    0 ≤ (-1) ^ n * (attenuation b - partialSum b n) ∧
      (-1) ^ n * (attenuation b - partialSum b n) ≤ termSize b (n + 1) := by
  obtain ⟨E, hE⟩ : ∃ E : ℕ → ℝ, ∀ m, E m
      = 8 / 3 * ∫ x in (0 : ℝ)..1, overlap x * expRem (m + 1) (b * x ^ 2) :=
    ⟨_, fun _ => rfl⟩
  have co : Continuous overlap := by
    change Continuous fun x : ℝ => 1 - 3 * x / 2 + x ^ 3 / 2
    fun_prop
  have hc : ∀ m, Continuous fun x : ℝ => overlap x * expRem (m + 1) (b * x ^ 2) := by
    intro m
    have c : Continuous (expRem (m + 1)) :=
      continuous_iff_continuousAt.2 fun y => (expRem_hasDerivAt m y).continuousAt
    exact co.mul (c.comp (show Continuous fun x : ℝ => b * x ^ 2 by fun_prop))
  -- the weighted remainders inherit the recursion `E_{m+1} = T_{m+1} - E_m`
  have hrec : ∀ m, E (m + 1) = termSize b (m + 1) - E m := by
    intro m
    have h : ∀ x : ℝ, overlap x * expRem (m + 1 + 1) (b * x ^ 2)
        = b ^ (m + 1) / ((m + 1).factorial : ℝ) * (overlap x * x ^ (2 * (m + 1)))
          - overlap x * expRem (m + 1) (b * x ^ 2) := by
      intro x; rw [expRem_succ (m + 1), mul_pow, ← pow_mul]; ring
    have hi : IntervalIntegrable (fun x : ℝ => b ^ (m + 1) / ((m + 1).factorial : ℝ)
        * (overlap x * x ^ (2 * (m + 1)))) volume 0 1 := by
      apply Continuous.intervalIntegrable
      exact continuous_const.mul (co.mul (continuous_pow _))
    rw [hE (m + 1), hE m]
    simp_rw [h]
    rw [intervalIntegral.integral_sub hi ((hc m).intervalIntegrable _ _),
      intervalIntegral.integral_const_mul, moment_integral, termSize]
    ring
  -- hence `E_m` is the signed truncation error
  have hid : ∀ m, (-1) ^ m * (attenuation b - partialSum b m) = E m := by
    intro m
    induction m with
    | zero =>
      have h1 : ∀ y, expRem 1 y = 1 - Real.exp (-y) :=
        fun y => (expRem_succ 0 y).trans (by simp [expRem])
      rw [hE 0]
      simp only [zero_add, h1]
      simp [partialSum, attenuation]
    | succ m ih =>
      have h : (-1 : ℝ) ^ m * (-1) ^ m = 1 := by rw [← mul_pow]; simp
      rw [hrec, ← ih]
      simp only [partialSum, Finset.sum_range_succ, term, pow_succ]
      linear_combination termSize b (m + 1) * h
  have hpos : ∀ m, 0 ≤ E m := by
    intro m
    rw [hE m]
    exact mul_nonneg (by norm_num) (intervalIntegral.integral_nonneg (by norm_num)
      fun x hx => mul_nonneg (overlap_nonneg hx.1)
        (expRem_nonneg _ (mul_nonneg hb (sq_nonneg x))))
  rw [hid n]
  exact ⟨hpos n, by linarith [hrec n, hpos (n + 1)]⟩
```

## (h) The series and its error bound

Show that for $b\ge0$, $F=\sum_{k\ge1}(-1)^{k+1}T_k$ and $|F-S_n|\le T_{n+1}$ for every $n$.

By (c), $0<m_k\le1$, since the denominator is at least $8$. Hence $0\le T_k\le\tfrac83b^k/k!$, and comparison with the exponential series gives absolute convergence and $T_{n+1}\to0$. Part (g) gives $|F-S_n|\le T_{n+1}$, so $S_n\to F$, and uniqueness of limits identifies the sum.

`HasSum` is convergence over all finite sets of indices, independent of order, which for real series amounts to absolute convergence. The proof therefore establishes `Summable` first (`hsT`, `hs`), obtains the limit of the ordered partial sums with `squeeze_zero`, and joins the two with `tendsto_nhds_unique`. The bound appears as `|term b (n + 1)|`, which `habs` equates with $T_{n+1}$.

```lean
/-- For `b ≥ 0` the terms `k ≥ 1` sum to the attenuation factor, and each truncation
error is bounded in magnitude by the first omitted term. -/
theorem attenuation_series {b : ℝ} (hb : 0 ≤ b) :
    HasSum (fun k => term b (k + 1)) (attenuation b) ∧
      ∀ n, |attenuation b - partialSum b n| ≤ |term b (n + 1)| := by
  have hT0 : ∀ k, 0 ≤ termSize b k := by
    intro k; rw [termSize, moment_closed_form]; positivity
  have hle : ∀ k, termSize b k ≤ 8 / 3 * (b ^ k / (k.factorial : ℝ)) := by
    intro k
    have hk : (0 : ℝ) ≤ k := Nat.cast_nonneg k
    have hm : moment k ≤ 1 := by
      rw [moment_closed_form, div_le_one (by positivity)]
      nlinarith [hk, pow_nonneg hk 2, pow_nonneg hk 3]
    exact mul_le_of_le_one_right (by positivity) hm
  have hsign : ∀ (m : ℕ) (d : ℝ), |(-1) ^ m * d| = |d| := by
    intro m d; rw [abs_mul, abs_pow, abs_neg, abs_one, one_pow, one_mul]
  have habs : ∀ k, |term b k| = termSize b k := by
    intro k; rw [term, hsign, abs_of_nonneg (hT0 k)]
  -- absolute convergence by comparison with the exponential series
  have hsT : Summable fun k => termSize b k :=
    Summable.of_nonneg_of_le hT0 hle ((Real.summable_pow_div_factorial b).mul_left _)
  have hsT1 : Summable fun k => termSize b (k + 1) := (summable_nat_add_iff 1).2 hsT
  have hs : Summable fun k => term b (k + 1) :=
    Summable.of_norm (by simpa only [Real.norm_eq_abs, habs] using hsT1)
  have herr : ∀ n, |attenuation b - partialSum b n| ≤ |term b (n + 1)| := by
    intro n
    have h := truncation_error hb n
    rw [habs, ← hsign n, abs_of_nonneg h.1]
    exact h.2
  have hn : ∀ n, ‖partialSum b n - attenuation b‖ ≤ termSize b (n + 1) := by
    intro n; rw [Real.norm_eq_abs, abs_sub_comm, ← habs]; exact herr n
  have ht : Tendsto (fun n => partialSum b n) atTop (𝓝 (attenuation b)) :=
    tendsto_iff_norm_sub_tendsto_zero.2
      (squeeze_zero (fun _ => norm_nonneg _) hn hsT1.tendsto_atTop_zero)
  have e := tendsto_nhds_unique hs.hasSum.tendsto_sum_nat ht
  refine ⟨?_, herr⟩
  rw [← e]
  exact hs.hasSum
```

## (i) Leading terms in $1/a^2$

Let $4a^2b=1$. Show that
$$\frac1{36a^2}-\frac1{960a^4}\le F\le\frac1{36a^2},\qquad F\le\frac1{36a^2}-\frac1{960a^4}+\frac1{26880a^6}.$$

The condition forces $a\ne0$ and $b=1/(4a^2)>0$; the sign of $a$ is free in the statement, although only $a>0$ has the physical reading. From $m_1=\frac1{24}$, $m_2=\frac1{80}$, $m_3=\frac3{560}$ follow $T_1=\frac b9=\frac1{36a^2}$, $T_2=\frac{b^2}{60}=\frac1{960a^4}$, $T_3=\frac{b^3}{420}=\frac1{26880a^6}$ (`t1`, `t2`, `t3`). Part (g) at $n=1$ gives $F\le T_1$, and at $n=2$ gives $0\le F-T_1+T_2\le T_3$; `linarith` rearranges these. The bounds hold for every nonzero $a$. The lower bound and the second upper bound differ by $T_3=1/(26880a^6)$, which shrinks rapidly as $|a|$ grows and is unbounded as $a\to0$.

A version with $a$ as the only variable would write `attenuation (1 / (4 * a ^ 2))` and carry no hypothesis. Lean evaluates division by zero as zero, so at $a=0$ that version would reduce to $0\le F(0)\le0$, although $a\to0$ means $b\to\infty$, where $F\to1$ and the short-range part becomes the full exchange. The product form `4 * a ^ 2 * b = 1` leaves that point out.

```lean
/-- For `4a²b = 1` the attenuation factor is at least `1/(36a²) - 1/(960a⁴)`, at most
`1/(36a²)`, and at most `1/(36a²) - 1/(960a⁴) + 1/(26880a⁶)`. -/
theorem attenuation_leading_terms {a b : ℝ} (hab : 4 * a ^ 2 * b = 1) :
    1 / (36 * a ^ 2) - 1 / (960 * a ^ 4) ≤ attenuation b ∧
      attenuation b ≤ 1 / (36 * a ^ 2) ∧
      attenuation b ≤ 1 / (36 * a ^ 2) - 1 / (960 * a ^ 4) + 1 / (26880 * a ^ 6) := by
  have ha : a ≠ 0 := by rintro rfl; norm_num at hab
  have hb : b = 1 / (4 * a ^ 2) := by rw [eq_div_iff (by positivity)]; linarith
  have hb0 : 0 ≤ b := by rw [hb]; positivity
  have t1 : termSize b 1 = 1 / (36 * a ^ 2) := by
    unfold termSize moment
    rw [show Nat.factorial 1 = 1 from rfl, hb]; push_cast; ring
  have t2 : termSize b 2 = 1 / (960 * a ^ 4) := by
    unfold termSize moment
    rw [show Nat.factorial 2 = 2 from rfl, hb]; push_cast; ring
  have t3 : termSize b 3 = 1 / (26880 * a ^ 6) := by
    unfold termSize moment
    rw [show Nat.factorial 3 = 6 from rfl, hb]; push_cast; ring
  have s1 : partialSum b 1 = termSize b 1 := by
    simp only [partialSum, term, Finset.sum_range_succ, Finset.sum_range_zero, zero_add,
      Nat.reduceAdd]
    ring
  have s2 : partialSum b 2 = termSize b 1 - termSize b 2 := by
    simp only [partialSum, term, Finset.sum_range_succ, Finset.sum_range_zero, zero_add,
      Nat.reduceAdd]
    ring
  have h1 := (truncation_error hb0 1).1
  have h2 := (truncation_error hb0 2).1
  have h3 : (-1) ^ 2 * (attenuation b - partialSum b 2) ≤ termSize b 3 :=
    (truncation_error hb0 2).2
  rw [← t1, ← t2, ← t3]
  exact ⟨by linarith, by linarith, by linarith⟩
```

## (j) The limit of large $a$

Show that $a^2F\bigl(1/(4a^2)\bigr)\to\frac1{36}$ as $a\to\infty$.

For $a>0$, multiplying the first two bounds of (i) by $a^2$ gives $\frac1{36}-\frac1{960a^2}\le a^2F\le\frac1{36}$, and the lower bound tends to $\frac1{36}$. In Lean `atTop` is $a\to+\infty$. The squeeze lemma `tendsto_of_tendsto_of_tendsto_of_le_of_le'` needs the two inequalities only for sufficiently large $a$, and `filter_upwards` restricts to $a>0$.

```lean
/-- With `b = 1/(4a²)`, the product `a² F` tends to `1/36` as `a → ∞`. -/
theorem attenuation_large_a :
    Tendsto (fun a : ℝ => a ^ 2 * attenuation (1 / (4 * a ^ 2))) atTop (𝓝 (1 / 36)) := by
  have h : Tendsto (fun a : ℝ => (a ^ 2)⁻¹) atTop (𝓝 0) :=
    tendsto_inv_atTop_zero.comp (tendsto_pow_atTop two_ne_zero)
  have h2 : Tendsto (fun a : ℝ => 1 / 36 - 1 / 960 * (a ^ 2)⁻¹) atTop
      (𝓝 (1 / 36 - 1 / 960 * 0)) := tendsto_const_nhds.sub (h.const_mul _)
  rw [mul_zero, sub_zero] at h2
  refine tendsto_of_tendsto_of_tendsto_of_le_of_le' h2 tendsto_const_nhds ?_ ?_
  · filter_upwards [eventually_gt_atTop (0 : ℝ)] with a ha
    have ha' := ha.ne'
    have hb := attenuation_leading_terms (a := a) (b := 1 / (4 * a ^ 2)) (by field_simp)
    calc 1 / 36 - 1 / 960 * (a ^ 2)⁻¹
        = a ^ 2 * (1 / (36 * a ^ 2) - 1 / (960 * a ^ 4)) := by field_simp
      _ ≤ _ := mul_le_mul_of_nonneg_left hb.1 (sq_nonneg a)
  · filter_upwards [eventually_gt_atTop (0 : ℝ)] with a ha
    have ha' := ha.ne'
    have hb := attenuation_leading_terms (a := a) (b := 1 / (4 * a ^ 2)) (by field_simp)
    calc a ^ 2 * attenuation (1 / (4 * a ^ 2))
        ≤ a ^ 2 * (1 / (36 * a ^ 2)) := mul_le_mul_of_nonneg_left hb.2.1 (sq_nonneg a)
      _ = 1 / 36 := by field_simp

end

end RangeSeparationSeries
```

```lean
#print axioms RangeSeparationSeries.attenuation_series
-- 'RangeSeparationSeries.attenuation_series' depends on axioms: [propext, Classical.choice, Quot.sound]
#print axioms RangeSeparationSeries.attenuation_large_a
-- 'RangeSeparationSeries.attenuation_large_a' depends on axioms: [propext, Classical.choice, Quot.sound]
```
